# Three normalised states of a two-level system whose projectors have a product with trace (81 + 144i)/625

The theorem `trace_chain_triad` concerns three state vectors of a two-level system, (1, 0), (3/5, 4/5) and (3/5, 4i/5). It states that each has norm 1, and that the product of the projectors onto them, taken in that order, has trace (81 + 144i)/625. The attempt checks the norms one vector at a time, expanding each overlap with `simp` and finishing with algebra. For the trace it uses the earlier theorem `trace_chain`, which turns the trace into the product of the overlaps of each state with the next, the last being paired with the first, and then computes in the same way.

As first written in Lean, the proof fails:

```lean
import Mathlib

open Matrix

namespace ProjectorLoopTrace

noncomputable section

variable {n : Type*} [Fintype n]

/-- The overlap `<u, v>` of two state vectors, conjugate-linear in the first. -/
def overlap (u v : n → ℂ) : ℂ := star u ⬝ᵥ v

/-- The transition operator `|a><b|`. -/
def ketBra (a b : n → ℂ) : Matrix n n ℂ := Matrix.vecMulVec a (star b)

/-- The operator `|u><u|` belonging to a state vector `u`. -/
def proj (u : n → ℂ) : Matrix n n ℂ := ketBra u u

/-- The ordered product `P_0 P_1 ... P_N` along a list of `N + 1` states. -/
def chain [DecidableEq n] {N : ℕ} (u : Fin (N + 1) → n → ℂ) : Matrix n n ℂ :=
  (List.ofFn fun j => proj (u j)).prod

/-- Transition operators compose through an overlap: `|a><b| |c><d| = <b, c> |a><d|`. -/
theorem ketBra_mul (a b c d : n → ℂ) :
    ketBra a b * ketBra c d = overlap b c • ketBra a d := by
  ext i j
  simp only [ketBra, overlap, Matrix.mul_apply, Matrix.vecMulVec_apply, Matrix.smul_apply,
    smul_eq_mul, dotProduct, Finset.sum_mul]
  exact Finset.sum_congr rfl fun k _ => by ring

/-- The trace of `|a><b|` is the overlap `<b, a>`. -/
theorem trace_ketBra (a b : n → ℂ) : (ketBra a b).trace = overlap b a := by
  simp only [Matrix.trace, Matrix.diag_apply, ketBra, Matrix.vecMulVec_apply, overlap, dotProduct]
  exact Finset.sum_congr rfl fun k _ => mul_comm _ _

/-- The ordered product `P_0 ... P_N` is the product of the overlaps of successive states
times the transition operator `|u_0><u_N|`. -/
theorem chain_eq [DecidableEq n] {N : ℕ} (u : Fin (N + 1) → n → ℂ) :
    chain u = (∏ j : Fin N, overlap (u j.castSucc) (u j.succ)) •
      ketBra (u 0) (u (Fin.last N)) := by
  induction N with
  | zero => simp [chain, proj, List.ofFn_succ]
  | succ N ih =>
    -- split off the first projector and contract it with the remaining chain
    have h : chain u = proj (u 0) * chain (fun j : Fin (N + 1) => u j.succ) := by
      unfold chain
      rw [List.ofFn_succ, List.prod_cons]
    rw [h, ih, proj, Matrix.mul_smul, ketBra_mul, smul_smul, Fin.prod_univ_succ]
    exact congrArg₂ (· • ·) (mul_comm _ _) rfl

/-- The trace of `P_0 P_1 ... P_N` is the cyclic product of the overlaps `<u_j, u_(j+1)>`,
where the state after the last one is the first. -/
theorem trace_chain [DecidableEq n] {N : ℕ} (u : Fin (N + 1) → n → ℂ) :
    (chain u).trace = ∏ j : Fin (N + 1), overlap (u j) (u (j + 1)) := by
  have h : ∀ j : Fin N, j.castSucc + 1 = j.succ := fun j => Fin.coeSucc_eq_succ
  -- the trace supplies the overlap that closes the loop
  rw [chain_eq, Matrix.trace_smul, trace_ketBra, smul_eq_mul, Fin.prod_univ_castSucc,
    Fin.last_add_one]
  simp only [h]

/-- Three state vectors of a two-level system. -/
def triad : Fin 3 → Fin 2 → ℂ :=
  ![![1, 0], ![3 / 5, 4 / 5], ![3 / 5, 4 / 5 * Complex.I]]

/-- The three vectors of `triad` are normalised, and the trace of the product of their
projectors is `(81 + 144 i) / 625`. -/
theorem trace_chain_triad :
    (∀ j, overlap (triad j) (triad j) = 1) ∧
      (chain triad).trace = (81 + 144 * Complex.I) / 625 := by
  constructor
  · intro j
    fin_cases j <;> simp [triad, overlap, dotProduct, Fin.sum_univ_two] <;>
      first
        | ring1
        | linear_combination (-16 / 25 : ℂ) * Complex.I_sq
  · have h1 : (1 : Fin 3) + 1 = 2 := rfl
    have h2 : (2 : Fin 3) + 1 = 0 := rfl
    rw [trace_chain, Fin.prod_univ_three, zero_add, h1, h2]
    simp [triad, overlap, dotProduct, Fin.sum_univ_two] <;> ring1

end

end ProjectorLoopTrace
```

Lean reports:

```
Main.lean:76:10: error: ring failed, ring expressions not equal
⊢ -9 / 25 + (starRingEnd ℂ) 3 * ((starRingEnd ℂ) 5)⁻¹ * (3 / 5) + ((starRingEnd ℂ) 5)⁻¹ * (starRingEnd ℂ) 4 * (4 / 5) +
      Complex.I ^ 2 * (16 / 25) =
    0
Main.lean:76:10: error: ring failed, ring expressions not equal
⊢ -9 / 25 + (starRingEnd ℂ) 3 * ((starRingEnd ℂ) 5)⁻¹ * (3 / 5) +
        ((starRingEnd ℂ) 5)⁻¹ * (starRingEnd ℂ) 4 * Complex.I ^ 2 * (-4 / 5) +
      Complex.I ^ 2 * (16 / 25) =
    0
Main.lean:80:60: error: ring failed, ring expressions not equal
h1 : 1 + 1 = 2
h2 : 2 + 1 = 0
⊢ (starRingEnd ℂ) 3 * ((starRingEnd ℂ) 5)⁻¹ ^ 2 * (starRingEnd ℂ) 4 * Complex.I * (12 / 25) +
      (starRingEnd ℂ) 3 ^ 2 * ((starRingEnd ℂ) 5)⁻¹ ^ 2 * (9 / 25) =
    81 / 625 + Complex.I * (144 / 625)
```

The change, after which it compiles:

```diff
@@ -69,7 +69,14 @@
     (∀ j, overlap (triad j) (triad j) = 1) ∧
       (chain triad).trace = (81 + 144 * Complex.I) / 625 := by
+  -- the numerals in the amplitudes are real
+  have c3 : (starRingEnd ℂ) 3 = 3 := by
+    apply Complex.ext <;> simp [Complex.conj_re, Complex.conj_im]
+  have c4 : (starRingEnd ℂ) 4 = 4 := by
+    apply Complex.ext <;> simp [Complex.conj_re, Complex.conj_im]
+  have c5 : (starRingEnd ℂ) 5 = 5 := by
+    apply Complex.ext <;> simp [Complex.conj_re, Complex.conj_im]
   constructor
   · intro j
-    fin_cases j <;> simp [triad, overlap, dotProduct, Fin.sum_univ_two] <;>
+    fin_cases j <;> simp [triad, overlap, dotProduct, Fin.sum_univ_two, c3, c4, c5] <;>
       first
         | ring1
@@ -78,5 +85,6 @@
     have h2 : (2 : Fin 3) + 1 = 0 := rfl
     rw [trace_chain, Fin.prod_univ_three, zero_add, h1, h2]
-    simp [triad, overlap, dotProduct, Fin.sum_univ_two] <;> ring1
+    simp [triad, overlap, dotProduct, Fin.sum_univ_two, c3, c4, c5]
+    ring1
 
 end
```

Diagnosis. All three messages have the same cause. An overlap conjugates its first vector, and `simp` carried the conjugation inside the fractions but left it standing on the numerals, as in `(starRingEnd ℂ) 3`. The `ring` normaliser does not know that conjugation fixes 3, so it treats this term as an unknown and the two sides do not match.

The first two messages are about the norms of the second and third vectors. They come from `linear_combination`, which `first` tries after `ring1` has failed. The third message is about the trace.

The repair proves `c3`, `c4` and `c5`, which say that 3, 4 and 5 are their own conjugates, by comparing real and imaginary parts, and gives them to both `simp` calls. Only ordinary numbers and `Complex.I` then remain. `ring1` now proves the second vector's norm and the trace, and `linear_combination`, which supplies i² = −1, proves the third vector's norm. Moving the last `ring1` to its own line is mere tidying.
